# At large time steps the split-step energy of a two-level system with hopping and level splitting settles below the exact ground energy

The time-step dependence of a diffusion Monte Carlo energy is often checked by repeating the run at several steps. Energies that barely change are good evidence only if the steps are small. In the two-level model below, the energy obtained from the growth rate without importance sampling also flattens at large steps, at a wrong value.

## The plateau and its distance from the ground level

A particle hops between two states with amplitude \(t>0\), and the states have energies \(\mp v\) with \(v>0\). With the Pauli matrices \(X\) and \(Z\), the Hamiltonian is \(H=-(tX+vZ)\). One split step of imaginary time \(\tau>0\) (with \(\hbar=1\)) replaces \(e^{-\tau H}\) by
\[
S=e^{\tau vZ/2}\,e^{\tau tX}\,e^{\tau vZ/2}.
\]
Its larger eigenvalue, written \(e^{-\tau E}\), defines the split-step energy \(E(\tau)\). The claim is that \(E\to-(t+v)\) as \(\tau\to\infty\), with leading correction \(\log 2/\tau\).

Since \(Z\) is diagonal and \(X^2=1\), we have \(e^{aZ}=\mathrm{diag}(e^a,e^{-a})\) and \(e^{aX}=\cosh a+X\sinh a\). Multiplying out,
\[
S=\begin{pmatrix}e^{\tau v}\cosh\tau t&\sinh\tau t\\ \sinh\tau t&e^{-\tau v}\cosh\tau t\end{pmatrix}.
\]
The determinant is \(\cosh^2\tau t-\sinh^2\tau t=1\) and the trace is \(2c\), where \(c=\cosh\tau t\cosh\tau v>1\). The eigenvalues solve \(\mu^2-2c\mu+1=0\), so they are \(c\pm\sqrt{c^2-1}\), a reciprocal pair \(e^{\mp\tau E}\) with \(E<0\) and \(\cosh\tau E=c\).

The larger eigenvalue is below the trace:
\[
e^{-\tau E}\le 2c=\tfrac12e^{\tau(t+v)}(1+e^{-2\tau t})(1+e^{-2\tau v}).
\]
For the other side, \(2c=\cosh\tau(t+v)+\cosh\tau(t-v)\ge\tfrac12e^{\tau(t+v)}+1\). Because \(e^{\tau E}\le1\), this gives \(e^{-\tau E}=2c-e^{\tau E}\ge\tfrac12e^{\tau(t+v)}\). Taking logarithms of both bounds,
\[
\log2-\log\big[(1+e^{-2\tau t})(1+e^{-2\tau v})\big]\le\tau(E+t+v)\le\log2.
\]
The left side tends to \(\log2\), hence so does the middle. Division by \(\tau\) gives \(E\to-(t+v)\), the sum of the ground energies of \(-tX\) and \(-vZ\) taken separately.

The exact levels follow from \(\mathrm{tr}\,H=0\) and \(\det H=-(t^2+v^2)\): they are \(\pm\sqrt{t^2+v^2}\). Since \((t+v)^2=t^2+v^2+2tv\), the plateau lies strictly below the ground level. For \(t=v=1\) it is at \(-2\), against \(-\sqrt2\).

## The model in Lean

```lean
import Mathlib

open Matrix Filter Topology

namespace LargeTimeStepLimit

noncomputable section
```

The matrices are real, and `hamiltonian` is \(H\).

```lean
/-- The Pauli matrix `X`, which flips the two basis states. -/
def pauliX : Matrix (Fin 2) (Fin 2) ℝ := !![0, 1; 1, 0]

/-- The Pauli matrix `Z`, diagonal in the two basis states. -/
def pauliZ : Matrix (Fin 2) (Fin 2) ℝ := !![1, 0; 0, -1]

/-- The two-level Hamiltonian `-(t X + v Z)`. -/
def hamiltonian (t v : ℝ) : Matrix (Fin 2) (Fin 2) ℝ := -(t • pauliX + v • pauliZ)
```

`NormedSpace.exp` is the matrix exponential, not the entrywise one.

```lean
/-- One symmetric split step of imaginary time `τ`:
`exp(τ v Z / 2) exp(τ t X) exp(τ v Z / 2)`. -/
def splitStep (t v τ : ℝ) : Matrix (Fin 2) (Fin 2) ℝ :=
  NormedSpace.exp ((τ * v / 2) • pauliZ) * NormedSpace.exp ((τ * t) • pauliX) *
    NormedSpace.exp ((τ * v / 2) • pauliZ)
```

An eigenvalue must come with a nonzero real eigenvector.

```lean
/-- The number `μ` is an eigenvalue of `M`: some nonzero vector is scaled by `μ`. -/
def IsEigenvalue (M : Matrix (Fin 2) (Fin 2) ℝ) (μ : ℝ) : Prop :=
  ∃ x : Fin 2 → ℝ, x ≠ 0 ∧ M *ᵥ x = μ • x
```

`splitEnergy` is \(E(\tau)\), given by its closed formula; its link to the eigenvalues of \(S\) is proved below. That a simulation reports this number is an assumption: it fits a growth estimate from a long run without importance sampling, with no sampling error and no population-control bias.

```lean
/-- The split-step energy `-log(c + √(c² - 1)) / τ` with `c = cosh(τ t) cosh(τ v)`,
for time steps `τ ≠ 0`. -/
def splitEnergy (t v τ : ℝ) : ℝ :=
  -Real.log (Real.cosh (τ * t) * Real.cosh (τ * v) +
    √((Real.cosh (τ * t) * Real.cosh (τ * v)) ^ 2 - 1)) / τ
```

## Exponentials and eigenvalues of the split step

```lean
/-- The exponential of `a Z` is diagonal with entries `exp a` and `exp(-a)`. -/
theorem exp_pauliZ (a : ℝ) :
    NormedSpace.exp (a • pauliZ) = !![Real.exp a, 0; 0, Real.exp (-a)] := by
  have h : a • pauliZ = Matrix.diagonal ![a, -a] := by
    ext i j
    fin_cases i <;> fin_cases j <;> simp [pauliZ]
  rw [h, Matrix.exp_diagonal]
  ext i j
  fin_cases i <;> fin_cases j <;> simp [Real.exp_eq_exp_ℝ]
```

For \(X\), Lean changes basis where the hand derivation used \(X^2=1\). The local `H` is a Hadamard matrix, not the Hamiltonian; its missing factor \(1/\sqrt2\) cancels against the inverse.

```lean
/-- The exponential of `a X` mixes the basis states with weights `cosh a` and `sinh a`. -/
theorem exp_pauliX (a : ℝ) :
    NormedSpace.exp (a • pauliX) =
      !![Real.cosh a, Real.sinh a; Real.sinh a, Real.cosh a] := by
  -- a Hadamard matrix turns `Z` into `X`
  obtain ⟨H, hH⟩ : ∃ H : Matrix (Fin 2) (Fin 2) ℝ, H = !![1, 1; 1, -1] := ⟨_, rfl⟩
  have hinv : H⁻¹ = !![1 / 2, 1 / 2; 1 / 2, -1 / 2] := by
    apply Matrix.inv_eq_right_inv
    ext i j
    fin_cases i <;> fin_cases j <;>
      norm_num [hH, Matrix.mul_apply, Fin.sum_univ_succ]
  have hU : IsUnit H := by
    rw [Matrix.isUnit_iff_isUnit_det, hH, Matrix.det_fin_two_of, isUnit_iff_ne_zero]
    norm_num
  have hconj : a • pauliX = H * (a • pauliZ) * H⁻¹ := by
    rw [hinv]
    ext i j
    fin_cases i <;> fin_cases j <;>
      simp [hH, pauliX, pauliZ, Matrix.mul_apply, Fin.sum_univ_succ] <;> ring
  rw [hconj, Matrix.exp_conj _ _ hU, exp_pauliZ, hinv]
  ext i j
  fin_cases i <;> fin_cases j <;>
    simp [hH, Real.cosh_eq, Real.sinh_eq, Matrix.mul_apply, Fin.sum_univ_succ] <;> ring
```

In the product, the half-step factors \(e^{\pm\tau v/2}\) square to \(e^{\pm\tau v}\) on the diagonal, and off the diagonal they cancel by \(e^{\tau v/2}e^{-\tau v/2}=1\).

```lean
/-- The split step multiplied out as an explicit symmetric matrix. -/
theorem splitStep_eq (t v τ : ℝ) :
    splitStep t v τ = !![Real.exp (τ * v) * Real.cosh (τ * t), Real.sinh (τ * t);
      Real.sinh (τ * t), Real.exp (-(τ * v)) * Real.cosh (τ * t)] := by
  have h1 : Real.exp (τ * v) = Real.exp (τ * v / 2) * Real.exp (τ * v / 2) := by
    rw [← Real.exp_add, add_halves]
  have h2 : Real.exp (-(τ * v)) = Real.exp (-(τ * v / 2)) * Real.exp (-(τ * v / 2)) := by
    rw [← Real.exp_add]
    congr 1
    ring
  have h3 : Real.exp (τ * v / 2) * Real.exp (-(τ * v / 2)) = 1 := by
    rw [← Real.exp_add, add_neg_cancel, Real.exp_zero]
  rw [splitStep, exp_pauliZ, exp_pauliX, h1, h2]
  generalize Real.exp (τ * v / 2) = p at h3 ⊢
  generalize Real.exp (-(τ * v / 2)) = q at h3 ⊢
  ext i j
  fin_cases i <;> fin_cases j <;> simp [Matrix.mul_apply, Fin.sum_univ_succ]
  · ring
  · linear_combination Real.sinh (τ * t) * h3
  · linear_combination Real.sinh (τ * t) * h3
  · ring
```

A nonzero solution of \((M-\mu)x=0\) exists exactly when the determinant vanishes, which gives the characteristic equation.

```lean
/-- The eigenvalues of a two-level matrix are the roots of `μ² - (tr M) μ + det M`. -/
theorem isEigenvalue_iff (M : Matrix (Fin 2) (Fin 2) ℝ) (μ : ℝ) :
    IsEigenvalue M μ ↔ μ ^ 2 - M.trace * μ + M.det = 0 := by
  have h : IsEigenvalue M μ ↔ ∃ x : Fin 2 → ℝ, x ≠ 0 ∧ (M - μ • 1) *ᵥ x = 0 := by
    have hx (x : Fin 2 → ℝ) : (M - μ • 1) *ᵥ x = M *ᵥ x - μ • x := by
      rw [Matrix.sub_mulVec, Matrix.smul_mulVec, Matrix.one_mulVec]
    simp only [IsEigenvalue, hx, sub_eq_zero]
  have hd : (M - μ • 1).det = μ ^ 2 - M.trace * μ + M.det := by
    simp [Matrix.det_fin_two, Matrix.trace_fin_two]
    ring
  rw [h, Matrix.exists_mulVec_eq_zero_iff, hd]
```

Next come the sign of \(E\) and the cosh relation. The hypothesis `t ≠ 0` ensures \(c>1\), and `hi` states that the two roots are reciprocal.

```lean
/-- For `t ≠ 0` and `τ > 0` the split-step energy `E` is negative and obeys
`cosh(τ E) = cosh(τ t) cosh(τ v)`. -/
theorem cosh_splitEnergy {t τ : ℝ} (v : ℝ) (ht : t ≠ 0) (hτ : 0 < τ) :
    splitEnergy t v τ < 0 ∧
      Real.cosh (τ * splitEnergy t v τ) = Real.cosh (τ * t) * Real.cosh (τ * v) := by
  have hc : 1 < Real.cosh (τ * t) * Real.cosh (τ * v) := by
    nlinarith [Real.one_lt_cosh.2 (mul_ne_zero hτ.ne' ht), Real.one_le_cosh (τ * v)]
  unfold splitEnergy
  generalize Real.cosh (τ * t) * Real.cosh (τ * v) = c at hc ⊢
  have hs : √(c ^ 2 - 1) ^ 2 = c ^ 2 - 1 := Real.sq_sqrt (by nlinarith)
  have hx : 1 < c + √(c ^ 2 - 1) := by linarith [Real.sqrt_nonneg (c ^ 2 - 1)]
  refine ⟨div_neg_of_neg_of_pos (neg_neg_of_pos (Real.log_pos hx)) hτ, ?_⟩
  have hi : (c + √(c ^ 2 - 1))⁻¹ = c - √(c ^ 2 - 1) := by
    apply inv_eq_of_mul_eq_one_right
    linear_combination -hs
  rw [mul_div_cancel₀ _ hτ.ne', Real.cosh_neg, Real.cosh_eq, Real.exp_neg,
    Real.exp_log (by linarith), hi]
  ring
```

Trace and determinant now factor the characteristic polynomial.

```lean
/-- For `t ≠ 0` and `τ > 0` the eigenvalues of the split step are exactly
`exp(-τ E)` and `exp(τ E)`, with `E` the split-step energy. -/
theorem splitStep_eigenvalues {t τ : ℝ} (v : ℝ) (ht : t ≠ 0) (hτ : 0 < τ) (μ : ℝ) :
    IsEigenvalue (splitStep t v τ) μ ↔
      μ = Real.exp (-(τ * splitEnergy t v τ)) ∨ μ = Real.exp (τ * splitEnergy t v τ) := by
  have h := (cosh_splitEnergy v ht hτ).2
  rw [Real.cosh_eq (τ * splitEnergy t v τ), Real.cosh_eq (τ * v)] at h
  have hinv (x : ℝ) : Real.exp x * Real.exp (-x) = 1 := by
    rw [← Real.exp_add, add_neg_cancel, Real.exp_zero]
  have htr : (splitStep t v τ).trace =
      Real.exp (-(τ * splitEnergy t v τ)) + Real.exp (τ * splitEnergy t v τ) := by
    rw [splitStep_eq, Matrix.trace_fin_two_of]
    linear_combination -2 * h
  have hdet : (splitStep t v τ).det = 1 := by
    rw [splitStep_eq, Matrix.det_fin_two_of]
    linear_combination Real.cosh (τ * t) ^ 2 * hinv (τ * v) + Real.cosh_sq (τ * t)
  -- the characteristic polynomial factorises
  have hf : μ ^ 2 - (splitStep t v τ).trace * μ + (splitStep t v τ).det =
      (μ - Real.exp (-(τ * splitEnergy t v τ))) * (μ - Real.exp (τ * splitEnergy t v τ)) := by
    rw [htr, hdet]
    linear_combination -hinv (τ * splitEnergy t v τ)
  rw [isEigenvalue_iff, hf, mul_eq_zero, sub_eq_zero, sub_eq_zero]
```

## The squeeze at large time step

The two halves of the next proof are the two bounds derived above.

```lean
/-- For `t ≠ 0` and `τ > 0`, `τ (E + t + v)` is at most `log 2`, and falls short of it by
at most `log((1 + exp(-2 τ t)) (1 + exp(-2 τ v)))`. -/
theorem splitEnergy_bounds {t τ : ℝ} (v : ℝ) (ht : t ≠ 0) (hτ : 0 < τ) :
    Real.log 2 - Real.log ((1 + Real.exp (-(2 * (τ * t)))) * (1 + Real.exp (-(2 * (τ * v)))))
        ≤ τ * (splitEnergy t v τ + (t + v)) ∧
      τ * (splitEnergy t v τ + (t + v)) ≤ Real.log 2 := by
  obtain ⟨hneg, hcosh⟩ := cosh_splitEnergy v ht hτ
  have hy : Real.exp (-(τ * splitEnergy t v τ)) + Real.exp (τ * splitEnergy t v τ) =
      2 * (Real.cosh (τ * t) * Real.cosh (τ * v)) := by
    rw [← hcosh, Real.cosh_eq]
    ring
  constructor
  · -- the larger eigenvalue is below the trace
    have hdouble (x : ℝ) : 2 * Real.cosh x = Real.exp x * (1 + Real.exp (-(2 * x))) := by
      rw [mul_add, ← Real.exp_add, show x + -(2 * x) = -x by ring, Real.cosh_eq]
      ring
    have h1 : Real.exp (-(τ * splitEnergy t v τ)) ≤ Real.exp (τ * t + τ * v - Real.log 2 +
        Real.log ((1 + Real.exp (-(2 * (τ * t)))) * (1 + Real.exp (-(2 * (τ * v)))))) := by
      rw [Real.exp_add, Real.exp_sub, Real.exp_log two_pos, Real.exp_log (by positivity),
        Real.exp_add]
      calc Real.exp (-(τ * splitEnergy t v τ))
          ≤ (2 * Real.cosh (τ * t)) * (2 * Real.cosh (τ * v)) / 2 := by
            linarith [Real.exp_pos (τ * splitEnergy t v τ)]
        _ = _ := by
            rw [hdouble, hdouble]
            ring
    linarith [Real.exp_le_exp.1 h1]
  · -- the smaller eigenvalue is at most one
    have h1 : Real.exp (τ * t + τ * v - Real.log 2) ≤
        Real.exp (-(τ * splitEnergy t v τ)) := by
      rw [Real.exp_sub, Real.exp_log two_pos]
      have hE : Real.exp (τ * splitEnergy t v τ) ≤ 1 :=
        Real.exp_le_one_iff.2 (mul_neg_of_pos_of_neg hτ hneg).le
      have hs : Real.exp (τ * t + τ * v) ≤ 2 * Real.cosh (τ * t + τ * v) := by
        rw [Real.cosh_eq]
        linarith [Real.exp_pos (-(τ * t + τ * v))]
      linarith [Real.cosh_add (τ * t) (τ * v), Real.cosh_sub (τ * t) (τ * v),
        Real.one_le_cosh (τ * t - τ * v)]
    linarith [Real.exp_le_exp.1 h1]
```

`Tendsto … atTop (𝓝 (Real.log 2))` says that the limit for \(\tau\to\infty\) is \(\log2\). The squeeze lemma `tendsto_of_tendsto_of_tendsto_of_le_of_le'` carries a prime because it asks for the inequalities only eventually, that is, for all sufficiently large \(\tau\). This suits bounds known only for \(\tau>0\), while `splitEnergy` accepts every real \(\tau\). `filter_upwards [eventually_gt_atTop 0]` supplies that positivity.

```lean
/-- For `t, v > 0` the split-step energy approaches `-(t + v)` as `log 2 / τ`:
the product `τ (E + t + v)` tends to `log 2` as `τ` grows. -/
theorem splitEnergy_correction {t v : ℝ} (ht : 0 < t) (hv : 0 < v) :
    Tendsto (fun τ => τ * (splitEnergy t v τ + (t + v))) atTop (𝓝 (Real.log 2)) := by
  have h (s : ℝ) (hs : 0 < s) :
      Tendsto (fun τ : ℝ => Real.exp (-(2 * (τ * s)))) atTop (𝓝 0) :=
    Real.tendsto_exp_neg_atTop_nhds_zero.comp
      ((tendsto_id.atTop_mul_const hs).const_mul_atTop two_pos)
  have hL := ((((h t ht).const_add 1).mul ((h v hv).const_add 1)).log
    (by norm_num)).const_sub (Real.log 2)
  have e : Real.log 2 - Real.log ((1 + 0) * (1 + 0)) = Real.log 2 := by simp
  rw [e] at hL
  refine tendsto_of_tendsto_of_tendsto_of_le_of_le' hL tendsto_const_nhds ?_ ?_
  · filter_upwards [eventually_gt_atTop 0] with τ hτ
    exact (splitEnergy_bounds v ht.ne' hτ).1
  · filter_upwards [eventually_gt_atTop 0] with τ hτ
    exact (splitEnergy_bounds v ht.ne' hτ).2
```

Here \(v>0\) can't be relaxed to \(v\ge0\). For \(t=1\), \(v=0\) the splitting is exact and \(E=-1\) at every \(\tau>0\), so \(\tau(E+t+v)=0\), not \(\log2\).

Dividing by \(\tau\) gives the limit of the energy.

```lean
/-- Large time-step limit: for `t, v > 0` the split-step energy tends to `-(t + v)`
as `τ` grows. -/
theorem splitEnergy_tendsto {t v : ℝ} (ht : 0 < t) (hv : 0 < v) :
    Tendsto (fun τ => splitEnergy t v τ) atTop (𝓝 (-(t + v))) := by
  have h := ((splitEnergy_correction ht hv).div_atTop tendsto_id).const_add (-(t + v))
  rw [add_zero] at h
  refine h.congr' ?_
  filter_upwards [eventually_gt_atTop 0] with τ hτ
  rw [id, mul_div_cancel_left₀ _ hτ.ne']
  ring
```

## Comparison with the exact levels

The same characteristic equation gives the spectrum of \(H\).

```lean
/-- The energy levels of `-(t X + v Z)` are exactly `-√(t² + v²)` and `√(t² + v²)`. -/
theorem hamiltonian_eigenvalues (t v e : ℝ) :
    IsEigenvalue (hamiltonian t v) e ↔ e = -√(t ^ 2 + v ^ 2) ∨ e = √(t ^ 2 + v ^ 2) := by
  have hs : √(t ^ 2 + v ^ 2) ^ 2 = t ^ 2 + v ^ 2 := Real.sq_sqrt (by positivity)
  have hf : e ^ 2 - (hamiltonian t v).trace * e + (hamiltonian t v).det =
      (e - -√(t ^ 2 + v ^ 2)) * (e - √(t ^ 2 + v ^ 2)) := by
    have htr : (hamiltonian t v).trace = 0 := by
      simp [hamiltonian, pauliX, pauliZ, Matrix.trace_fin_two]
    have hdet : (hamiltonian t v).det = -(t ^ 2 + v ^ 2) := by
      simp [hamiltonian, pauliX, pauliZ, Matrix.det_fin_two]
      ring
    rw [htr, hdet]
    linear_combination hs
  rw [isEigenvalue_iff, hf, mul_eq_zero, sub_eq_zero, sub_eq_zero]
```

Subtracting the ground level gives the limiting time-step error, and \(tv>0\) makes it strictly negative.

```lean
/-- For `t, v > 0` the time-step bias, the split-step energy minus the lower level
`-√(t² + v²)`, tends to `√(t² + v²) - (t + v)`, which is strictly negative. -/
theorem time_step_bias {t v : ℝ} (ht : 0 < t) (hv : 0 < v) :
    Tendsto (fun τ => splitEnergy t v τ - -√(t ^ 2 + v ^ 2)) atTop
        (𝓝 (√(t ^ 2 + v ^ 2) - (t + v))) ∧
      √(t ^ 2 + v ^ 2) - (t + v) < 0 := by
  constructor
  · have h := (splitEnergy_tendsto ht hv).sub_const (-√(t ^ 2 + v ^ 2))
    rwa [show -(t + v) - -√(t ^ 2 + v ^ 2) = √(t ^ 2 + v ^ 2) - (t + v) by ring] at h
  · have h : √(t ^ 2 + v ^ 2) < t + v := by
      rw [Real.sqrt_lt' (by positivity)]
      nlinarith [mul_pos ht hv]
    linarith

end

end LargeTimeStepLimit
```

```lean
#print axioms LargeTimeStepLimit.splitStep_eigenvalues
#print axioms LargeTimeStepLimit.hamiltonian_eigenvalues
#print axioms LargeTimeStepLimit.time_step_bias
```

```
'LargeTimeStepLimit.splitStep_eigenvalues' depends on axioms: [propext, Classical.choice, Quot.sound]
'LargeTimeStepLimit.hamiltonian_eigenvalues' depends on axioms: [propext, Classical.choice, Quot.sound]
'LargeTimeStepLimit.time_step_bias' depends on axioms: [propext, Classical.choice, Quot.sound]
```
